# Wick recursion for a bosonic operator with a KMS exchange relation

In the vacuum, an expectation value with an annihilation operator a on the left is evaluated by commuting a to the right, where it gives zero. In a thermal state this fails: a arrives at the right end and the remaining term need not vanish. Commutators alone then give one equation for two unknown expectation values. A relation between these two values closes the equation.

## From one commutator to a sum over omitted factors

Let ω be a linear functional on an algebra over a field K. Suppose that for some μ ≠ 1 in K and every x in the algebra

ω(xa) = μ ω(ax).

This exchange relation is assumed here. Its physical source is the Gibbs state of a non-interacting mode of energy ε at inverse temperature β. There a e^(−βH) = e^(−βε) e^(−βH) a, and cyclicity of the trace gives μ = e^(−βε). The value μ = 0 is the vacuum condition ω(xa) = 0, and μ = 1 would mean βε = 0.

Let P = b₀b₁…bₙ₋₁, let Pⱼ be P with bⱼ omitted, and let abⱼ − bⱼa = sⱼ·1 with sⱼ in K. Moving a through P one factor at a time gives

aP − Pa = Σⱼ b₀…bⱼ₋₁ (abⱼ − bⱼa) bⱼ₊₁…bₙ₋₁ = Σⱼ sⱼ Pⱼ.

Apply ω and replace ω(Pa) by μ ω(aP):

(1 − μ) ω(aP) = Σⱼ sⱼ ω(Pⱼ).

Division by 1 − μ gives the recursion

ω(aP) = Σⱼ sⱼ/(1 − μ) · ω(Pⱼ).

For n = 0 the sum is empty and ω(a) = 0. For n = 1 it gives ω(ab₀) = s₀/(1 − μ) · ω(1). If ω(1) = 1, each coefficient is therefore the contraction ω(abⱼ).

For harmonic phonons, this reduces thermal averages of products of creation and annihilation operators to those of shorter products. It is a single step of Wick's theorem: reaching the sum over all complete pairings means repeating it, with an exchange relation for each new leading factor or, by linearity, for each of the terms of which that factor is a sum.

## Moments and occupation of one mode

Let ac − ca = 1. Then acᵐ⁺¹ − cᵐ⁺¹a = (m + 1)cᵐ, by induction on m: the case m = 0 is the assumption, and

acᵐ⁺² − cᵐ⁺²a = (acᵐ⁺¹ − cᵐ⁺¹a)c + cᵐ⁺¹(ac − ca) = (m + 2)cᵐ⁺¹.

Since a commutes with aⁿ, multiplying by aⁿ on the left and applying ω gives

(1 − μ) ω(aⁿ⁺¹cⁿ⁺¹) = (n + 1) ω(aⁿcⁿ),

and hence, by induction on n,

ω(aⁿcⁿ) = n!/(1 − μ)ⁿ · ω(1).

Now take ω(1) = 1 and μ = e^(−x) with x real; for the Gibbs state above, x = βε. The exchange relation reads ω(ac) = eˣ ω(ca), and the commutator gives ω(ac) − ω(ca) = 1. Therefore

ω(ca) = 1/(eˣ − 1).

## The recursion in Lean

The algebra `R` is an arbitrary, possibly non-commutative algebra over the field `K`. It carries no adjoint, and ω need not be positive.

```lean
import Mathlib

open Finset MvPolynomial

namespace BosonicKMSWick

noncomputable section

variable {K R : Type*} [Field K] [Ring R] [Algebra K R]
```

The predicate `IsKMS` is the exchange relation for one operator. It involves neither time evolution nor the analyticity of the full KMS condition.

```lean
/-- The KMS exchange relation for the operator `a`: moving `a` from the right end to the
left end of an expectation value costs the factor `μ`. -/
def IsKMS (ω : R →ₗ[K] K) (μ : K) (a : R) : Prop :=
  ∀ x : R, ω (x * a) = μ * ω (a * x)
```

The factors bⱼ form a list `l`, numbered from 0, and Pⱼ is `(l.eraseIdx j).prod`. Only the values of `s` below the length of the list matter. The proof is by induction on the list. With first factor b and remaining product Q, it uses

a(bQ) − (bQ)a = (ab − ba)Q + b(aQ − Qa).

The first term omits b. The second, by the induction hypothesis with shifted `s`, omits a later factor; `hsum` takes b out of that sum.

```lean
/-- If `a` has c-number commutators `s j` with the factors of a product, its commutator with
the product is the sum over `j` of `s j` times the product with factor `j` omitted. -/
theorem commutator_prod (a : R) (l : List R) (s : ℕ → K)
    (hs : ∀ (j : ℕ) (hj : j < l.length), a * l[j] - l[j] * a = s j • (1 : R)) :
    a * l.prod - l.prod * a = ∑ j ∈ range l.length, s j • (l.eraseIdx j).prod := by
  induction l generalizing s with
  | nil => simp
  | cons b l ih =>
    have h0 : a * b - b * a = s 0 • (1 : R) := hs 0 (by simp)
    have ih' := ih (fun j => s (j + 1))
      (fun j hj => hs (j + 1) (by simpa using hj))
    -- omitting a later factor leaves `b` in front
    have hsum : ∑ j ∈ range l.length, s (j + 1) • ((b :: l).eraseIdx (j + 1)).prod
        = b * ∑ j ∈ range l.length, s (j + 1) • (l.eraseIdx j).prod := by
      rw [Finset.mul_sum]
      refine Finset.sum_congr rfl fun j _ => ?_
      simp
    have h1 : s 0 • ((b :: l).eraseIdx 0).prod = (a * b - b * a) * l.prod := by
      simp [h0]
    rw [List.length_cons, Finset.sum_range_succ', hsum, ← ih', h1, List.prod_cons]
    noncomm_ring
```

The recursion follows by applying ω to this identity. Rewriting with `hω` brings a back to the front, and `eq_div_iff` performs the division, which is allowed because μ ≠ 1.

```lean
/-- Bosonic KMS Wick recursion: the expectation value of `a` times a product is the sum over the
factors of `s j / (1 - μ)` times the expectation value of the product alone with factor `j` omitted.
-/
theorem kms_wick (ω : R →ₗ[K] K) {μ : K} (hμ : μ ≠ 1) {a : R} (hω : IsKMS ω μ a)
    (l : List R) (s : ℕ → K)
    (hs : ∀ (j : ℕ) (hj : j < l.length), a * l[j] - l[j] * a = s j • (1 : R)) :
    ω (a * l.prod) = ∑ j ∈ range l.length, s j / (1 - μ) * ω (l.eraseIdx j).prod := by
  have h1 : 1 - μ ≠ 0 := sub_ne_zero.mpr hμ.symm
  have h := congrArg ω (commutator_prod a l s hs)
  -- the exchange relation brings `a` back to the front
  rw [map_sub, hω l.prod, map_sum] at h
  simp only [map_smul, smul_eq_mul] at h
  have h2 : ω (a * l.prod)
      = (∑ j ∈ range l.length, s j * ω (l.eraseIdx j).prod) / (1 - μ) := by
    rw [eq_div_iff h1, ← h]
    ring
  rw [h2, Finset.sum_div]
  exact Finset.sum_congr rfl fun j _ => by ring
```

The two-point function repeats the argument for a single factor.

```lean
/-- The two-point function is the commutator divided by `1 - μ`, times `ω 1`. -/
theorem two_point (ω : R →ₗ[K] K) {μ : K} (hμ : μ ≠ 1) {a b : R} (hω : IsKMS ω μ a)
    {s : K} (hs : a * b - b * a = s • (1 : R)) :
    ω (a * b) = s / (1 - μ) * ω 1 := by
  have h1 : 1 - μ ≠ 0 := sub_ne_zero.mpr hμ.symm
  have h := congrArg ω hs
  rw [map_sub, hω b, map_smul, smul_eq_mul] at h
  rw [div_mul_eq_mul_div, eq_div_iff h1]
  linear_combination h
```

Substituting it into the recursion gives the form with contractions, where normalisation is the hypothesis `h1`. The sum runs over `Fin l.length`, so that every index names an actual factor.

```lean
/-- For a normalised functional the recursion is a sum over contractions of `a` with each
other factor, the contraction being the two-point function. -/
theorem kms_wick_contractions (ω : R →ₗ[K] K) (h1 : ω 1 = 1) {μ : K} (hμ : μ ≠ 1) {a : R}
    (hω : IsKMS ω μ a) (l : List R) (s : ℕ → K)
    (hs : ∀ (j : ℕ) (hj : j < l.length), a * l[j] - l[j] * a = s j • (1 : R)) :
    ω (a * l.prod)
      = ∑ j : Fin l.length, ω (a * l[(j : ℕ)]'j.isLt) * ω (l.eraseIdx j).prod := by
  rw [kms_wick ω hμ hω l s hs, Finset.sum_range]
  refine Finset.sum_congr rfl fun j _ => ?_
  rw [two_point ω hμ hω (hs j j.isLt), h1, mul_one]
```

In the moment formula, `hcomm` is the commutator of a with a power of c, and the second induction supplies the factorial.

```lean
/-- Antinormally ordered moments of one bosonic mode: `ω (aⁿ cⁿ) = n! / (1 - μ)ⁿ · ω 1`. -/
theorem antinormal_moments (ω : R →ₗ[K] K) {μ : K} (hμ : μ ≠ 1) {a c : R}
    (hω : IsKMS ω μ a) (hc : a * c - c * a = 1) (n : ℕ) :
    ω (a ^ n * c ^ n) = (n.factorial : K) / (1 - μ) ^ n * ω 1 := by
  have h1 : 1 - μ ≠ 0 := sub_ne_zero.mpr hμ.symm
  -- the commutator with `a` acts on powers of `c` as a derivative
  have hcomm : ∀ m : ℕ, a * c ^ (m + 1) - c ^ (m + 1) * a = ((m : K) + 1) • c ^ m := by
    intro m
    induction m with
    | zero => simpa using hc
    | succ m ih =>
      have e : a * c ^ (m + 1 + 1) - c ^ (m + 1 + 1) * a
          = (a * c ^ (m + 1) - c ^ (m + 1) * a) * c + c ^ (m + 1) * (a * c - c * a) := by
        rw [pow_succ c (m + 1)]
        generalize c ^ (m + 1) = p
        noncomm_ring
      rw [e, ih, hc, mul_one, smul_mul_assoc, ← pow_succ]
      push_cast
      module
  induction n with
  | zero => simp
  | succ n ih =>
    have hp : a * a ^ n = a ^ n * a := (pow_succ' a n).symm.trans (pow_succ a n)
    have e : a * (a ^ n * c ^ (n + 1)) - (a ^ n * c ^ (n + 1)) * a
        = ((n : K) + 1) • (a ^ n * c ^ n) := by
      rw [← mul_smul_comm, ← hcomm n]
      simp only [mul_sub, ← mul_assoc, hp]
    have h := congrArg ω e
    rw [map_sub, hω (a ^ n * c ^ (n + 1)), map_smul, smul_eq_mul, ih] at h
    have h2 : ω (a * (a ^ n * c ^ (n + 1)))
        = (((n : K) + 1) * ((n.factorial : K) / (1 - μ) ^ n * ω 1)) / (1 - μ) := by
      rw [eq_div_iff h1]
      linear_combination h
    rw [pow_succ' a n, mul_assoc, h2, Nat.factorial_succ]
    push_cast
    generalize 1 - μ = d
    ring
```

The Bose–Einstein theorem is stated over ℂ with real `x`. It does not assume x ≠ 0, because at x = 0 its hypotheses would give 0 = 1; the proof extracts the non-zero denominator from this. Negative `x` is allowed and gives a negative value of ω(ca), which no positive state has when c is the adjoint of a.

```lean
/-- Bose–Einstein distribution: for one mode with exchange factor `exp (-x)`, the mean
occupation `ω (c a)` is `1 / (exp x - 1)`. -/
theorem bose_einstein {B : Type*} [Ring B] [Algebra ℂ B] (ω : B →ₗ[ℂ] ℂ) (h1 : ω 1 = 1)
    {a c : B} (hc : a * c - c * a = 1) (x : ℝ)
    (hω : IsKMS ω ((Real.exp (-x) : ℝ) : ℂ) a) :
    ω (c * a) = 1 / (((Real.exp x : ℝ) : ℂ) - 1) := by
  have hE : ((Real.exp x : ℝ) : ℂ) ≠ 0 := Complex.ofReal_ne_zero.mpr (Real.exp_ne_zero x)
  have hk := hω c
  rw [Real.exp_neg, Complex.ofReal_inv] at hk
  have hM : ((Real.exp x : ℝ) : ℂ) * ω (c * a) = ω (a * c) := by
    rw [hk, ← mul_assoc, mul_inv_cancel₀ hE, one_mul]
  have h := congrArg ω hc
  rw [map_sub, h1] at h
  have key : ω (c * a) * (((Real.exp x : ℝ) : ℂ) - 1) = 1 := by
    linear_combination hM + h
  have hne : ((Real.exp x : ℝ) : ℂ) - 1 ≠ 0 := by
    intro h0
    rw [h0, mul_zero] at key
    exact zero_ne_one key
  rw [eq_div_iff hne, key]
```

## A polynomial model for every μ ≠ 1

A concrete model shows that the assumptions are consistent. On polynomials in X₀ and X₁, with ∂₀ and ∂₁ the partial derivatives, define

a = ∂₀ + X₁,  c = (X₀ + μ∂₁)/(1 − μ),  d = X₁ + μ∂₀.

```lean
/-! An explicit model on polynomials in two variables. -/

/-- The operator `∂₀ + X₁` on polynomials. -/
def opA (K : Type*) [Field K] : Module.End K (MvPolynomial (Fin 2) K) :=
  (pderiv 0).toLinearMap + LinearMap.mulLeft K (X 1)

/-- The operator `(X₀ + μ ∂₁) / (1 - μ)` on polynomials. -/
def opC (μ : K) : Module.End K (MvPolynomial (Fin 2) K) :=
  (1 - μ)⁻¹ • (LinearMap.mulLeft K (X 0) + μ • (pderiv 1).toLinearMap)

/-- The auxiliary operator `X₁ + μ ∂₀` on polynomials. -/
def opD (μ : K) : Module.End K (MvPolynomial (Fin 2) K) :=
  LinearMap.mulLeft K (X 1) + μ • (pderiv 0).toLinearMap
```

Three lemmas record how these operators act.

```lean
lemma opA_apply (p : MvPolynomial (Fin 2) K) : opA K p = pderiv 0 p + X 1 * p := rfl

lemma opC_apply (μ : K) (p : MvPolynomial (Fin 2) K) :
    opC μ p = (1 - μ)⁻¹ • (X 0 * p + μ • pderiv 1 p) := rfl

lemma opD_apply (μ : K) (p : MvPolynomial (Fin 2) K) :
    opD μ p = X 1 * p + μ • pderiv 0 p := rfl
```

The next two give the product rule for a variable times a polynomial and the symmetry of mixed derivatives. The latter holds because the commutator of two derivations is a derivation, and this one vanishes on the variables.

```lean
lemma pderiv_X_mul (i j : Fin 2) (p : MvPolynomial (Fin 2) K) :
    pderiv i (X j * p) = (if i = j then p else 0) + X j * pderiv i p := by
  by_cases h : i = j
  · subst h
    simp [Derivation.leibniz, add_comm]
  · simp [Derivation.leibniz, pderiv_X_of_ne (Ne.symm h), h]

lemma pderiv_swap (p : MvPolynomial (Fin 2) K) :
    pderiv 0 (pderiv 1 p) = pderiv 1 (pderiv 0 p) := by
  have h : ⁅(pderiv 0 : Derivation K (MvPolynomial (Fin 2) K) (MvPolynomial (Fin 2) K)),
      (pderiv 1 : Derivation K (MvPolynomial (Fin 2) K) (MvPolynomial (Fin 2) K))⁆ = 0 := by
    refine derivation_ext fun i => ?_
    rw [Derivation.commutator_apply]
    fin_cases i <;> simp [pderiv_X]
  have h2 := DFunLike.congr_fun h p
  rw [Derivation.commutator_apply] at h2
  exact sub_eq_zero.mp h2
```

It follows that d commutes with a and with c. For c, the contributions −μ and +μ cancel.

```lean
lemma opD_opA (μ : K) : opD μ * opA K = opA K * opD μ := by
  refine LinearMap.ext fun p => ?_
  simp only [Module.End.mul_apply, opA_apply, opD_apply, map_add, Derivation.map_smul,
    pderiv_X_mul, zero_ne_one, if_false, zero_add]
  simp only [smul_eq_C_mul]
  ring

lemma opD_opC (μ : K) : opD μ * opC μ = opC μ * opD μ := by
  refine LinearMap.ext fun p => ?_
  simp only [Module.End.mul_apply, opC_apply, opD_apply, map_add, Derivation.map_smul,
    pderiv_X_mul, pderiv_swap, if_true]
  simp only [smul_eq_C_mul]
  ring
```

Both operators therefore belong to the algebra of all operators that commute with d.

```lean
/-- The algebra of all operators on polynomials that commute with `X₁ + μ ∂₀`. -/
abbrev thermalAlgebra (μ : K) : Subalgebra K (Module.End K (MvPolynomial (Fin 2) K)) :=
  Subalgebra.centralizer K {opD μ}

/-- `∂₀ + X₁` as an element of the thermal algebra. -/
def annih (μ : K) : thermalAlgebra μ :=
  ⟨opA K, fun g hg => by
    obtain rfl := Set.mem_singleton_iff.mp hg
    exact opD_opA μ⟩

/-- `(X₀ + μ ∂₁) / (1 - μ)` as an element of the thermal algebra. -/
def creat (μ : K) : thermalAlgebra μ :=
  ⟨opC μ, fun g hg => by
    obtain rfl := Set.mem_singleton_iff.mp hg
    exact opD_opC μ⟩
```

The functional applies an operator to the polynomial 1 and takes the constant term.

```lean
/-- The functional that applies an operator to the polynomial `1` and takes the constant
term. -/
def thermalState (μ : K) : thermalAlgebra μ →ₗ[K] K where
  toFun x := constantCoeff ((x : Module.End K (MvPolynomial (Fin 2) K)) 1)
  map_add' x y := by simp
  map_smul' r x := by simp [smul_eq_C_mul]
```

The commutator is ac − ca = (1 − μ)/(1 − μ) = 1. For the exchange relation, note that a1 = X₁ = d1. If x commutes with d and q = x1, then xa1 = xd1 = dx1 = X₁q + μ∂₀q, whose constant term is μ times that of ∂₀q. The constant term of ax1 = ∂₀q + X₁q is that of ∂₀q itself, so ω(xa) = μ ω(ax). The three parts of the proof treat the commutator, this exchange and the normalisation.

```lean
/-- For every `μ ≠ 1` the polynomial model satisfies the canonical commutation relation and
the KMS exchange relation, and its functional is normalised. -/
theorem kms_wick_witness (μ : K) (hμ : μ ≠ 1) :
    annih μ * creat μ - creat μ * annih μ = 1 ∧
      IsKMS (thermalState μ) μ (annih μ) ∧ thermalState μ 1 = 1 := by
  refine ⟨Subtype.ext ?_, fun x => ?_, ?_⟩
  · change opA K * opC μ - opC μ * opA K = 1
    have hq := congrArg (C : K →+* MvPolynomial (Fin 2) K)
      (inv_mul_cancel₀ (sub_ne_zero.mpr hμ.symm))
    simp only [map_mul, map_sub, map_one] at hq
    refine LinearMap.ext fun p => ?_
    simp only [LinearMap.sub_apply, Module.End.mul_apply, Module.End.one_apply, opA_apply,
      opC_apply, map_add, Derivation.map_smul, pderiv_X_mul, pderiv_swap, if_true]
    simp only [smul_eq_C_mul]
    linear_combination p * hq
  · -- on the polynomial `1`, `annih` agrees with the operator that commutes with `x`
    have h : opD μ * x.1 = x.1 * opD μ := x.2 _ (Set.mem_singleton _)
    have h1 : opD μ (x.1 1) = x.1 (opD μ 1) := LinearMap.congr_fun h 1
    have hA : opA K 1 = opD μ 1 := by simp [opA_apply, opD_apply]
    change constantCoeff (x.1 (opA K 1)) = μ * constantCoeff (opA K (x.1 1))
    rw [hA, ← h1, opD_apply, opA_apply]
    simp [smul_eq_C_mul]
  · change constantCoeff (1 : MvPolynomial (Fin 2) K) = 1
    exact map_one _

end

end BosonicKMSWick
```

```lean
#print axioms BosonicKMSWick.kms_wick
#print axioms BosonicKMSWick.antinormal_moments
#print axioms BosonicKMSWick.bose_einstein
#print axioms BosonicKMSWick.opD_opC
```

```
'BosonicKMSWick.kms_wick' depends on axioms: [propext, Classical.choice, Quot.sound]
'BosonicKMSWick.antinormal_moments' depends on axioms: [propext, Classical.choice, Quot.sound]
'BosonicKMSWick.bose_einstein' depends on axioms: [propext, Classical.choice, Quot.sound]
'BosonicKMSWick.opD_opC' depends on axioms: [propext, Classical.choice, Quot.sound]
```
